# Angular momentum along a complex null vector is nilpotent in finite dimension

For spin one-half, in units of $\hbar$, the raising operator is

$$S_+ = S_x + iS_y = \begin{pmatrix} 0 & 1\\ 0 & 0\end{pmatrix}, \qquad [S_z, S_+] = S_+ , \qquad S_+^2 = 0 .$$

The commutator says that $S_+$ raises the eigenvalue of $S_z$ by one. There are only two levels, so two applications give zero. The coefficients of $S_x, S_y, S_z$ form the complex vector $a=(1,i,0)$, for which $a_1^2+a_2^2+a_3^2 = 1-1+0 = 0$.

The same mechanism works for every complex vector with this property and for angular momentum matrices of any finite size. Throughout, $a\cdot b = a_1b_1+a_2b_2+a_3b_3$ without complex conjugation, and $a$ is called null if $a\cdot a=0$. An operator is nilpotent if some power of it vanishes.

## Operators and commutation relations

```lean
import Mathlib

open Matrix Complex

namespace NullLadder

variable {A : Type*} [Ring A] [Algebra ℂ A]
```

The first line loads the mathematical library Mathlib. The `variable` line fixes a set `A` of operators that can be added, multiplied and scaled by complex numbers. Multiplication need not commute. The $n\times n$ complex matrices are the case of interest, but the algebraic steps need no matrix entries.

```lean
/-- The angular momentum commutation relations `[Jx, Jy] = i Jz` and cyclic, for elements of
a complex operator algebra such as the square matrices of a given size. -/
structure IsAngularMomentum (Jx Jy Jz : A) : Prop where
  xy : Jx * Jy - Jy * Jx = I • Jz
  yz : Jy * Jz - Jz * Jy = I • Jx
  zx : Jz * Jx - Jx * Jz = I • Jy
```

`IsAngularMomentum Jx Jy Jz` is a statement about three operators, with three parts:

$$[J_x,J_y]=iJ_z,\qquad [J_y,J_z]=iJ_x,\qquad [J_z,J_x]=iJ_y .$$

The symbol `•` multiplies an operator by a number, and `I` is the imaginary unit. The relations fix $\hbar=1$. They are the assumption that the three operators generate rotations, and they hold for orbital, spin and total angular momentum alike. The representation may be reducible, and it may be the trivial one with all three operators zero.

Hermiticity is not required. A version with self-adjointness built into the structure would cover fewer triples, since a non-unitary change of basis can destroy it. In return, the adjoint of $a\cdot J$ would be $\bar a\cdot J$, with $\bar a$ the complex conjugate vector. The nilpotency argument uses no adjoint.

```lean
/-- The component `a·J = a₁ Jx + a₂ Jy + a₃ Jz` along a complex vector `a`. -/
noncomputable def component (Jx Jy Jz : A) (a₁ a₂ a₃ : ℂ) : A :=
  a₁ • Jx + a₂ • Jy + a₃ • Jz
```

`component` is the operator $a\cdot J = a_1J_x+a_2J_y+a_3J_z$. For a real unit vector it is the usual angular momentum along an axis. Here the coefficients may be complex.

## The null component as a ladder operator

```lean
/-- The commutator of two components is `[a·J, b·J] = i (a × b)·J`. -/
theorem component_commutator {Jx Jy Jz : A} (hJ : IsAngularMomentum Jx Jy Jz)
    (a₁ a₂ a₃ b₁ b₂ b₃ : ℂ) :
    component Jx Jy Jz a₁ a₂ a₃ * component Jx Jy Jz b₁ b₂ b₃
        - component Jx Jy Jz b₁ b₂ b₃ * component Jx Jy Jz a₁ a₂ a₃
      = I • component Jx Jy Jz (a₂ * b₃ - a₃ * b₂) (a₃ * b₁ - a₁ * b₃)
          (a₁ * b₂ - a₂ * b₁) := by
  simp only [component, add_mul, mul_add, smul_mul_assoc, mul_smul_comm]
  linear_combination (norm := module) (a₁ * b₂ - a₂ * b₁) • hJ.xy
    + (a₂ * b₃ - a₃ * b₂) • hJ.yz + (a₃ * b₁ - a₁ * b₃) • hJ.zx
```

Names in curly braces are arguments that Lean infers for itself; `hJ` is the assumption that the commutation relations hold. The conclusion is

$$[a\cdot J,\,b\cdot J] = i\,(a\times b)\cdot J .$$

By hand, expand both products. The terms with equal operators cancel, and the rest group into

$$(a_1b_2-a_2b_1)[J_x,J_y]+(a_2b_3-a_3b_2)[J_y,J_z]+(a_3b_1-a_1b_3)[J_z,J_x].$$

Inserting the three relations gives the result. In the proof, `simp only` expands the products, and `linear_combination` adds the relations with exactly these three coefficients.

```lean
/-- For a null vector `a` and any complex vector `b`, the component along `a × b` satisfies
`[(a × b)·J, a·J] = -i (a·b) a·J`. -/
theorem null_ladder {Jx Jy Jz : A} (hJ : IsAngularMomentum Jx Jy Jz) {a₁ a₂ a₃ : ℂ}
    (ha : a₁ ^ 2 + a₂ ^ 2 + a₃ ^ 2 = 0) (b₁ b₂ b₃ : ℂ) :
    component Jx Jy Jz (a₂ * b₃ - a₃ * b₂) (a₃ * b₁ - a₁ * b₃) (a₁ * b₂ - a₂ * b₁)
          * component Jx Jy Jz a₁ a₂ a₃
        - component Jx Jy Jz a₁ a₂ a₃
          * component Jx Jy Jz (a₂ * b₃ - a₃ * b₂) (a₃ * b₁ - a₁ * b₃) (a₁ * b₂ - a₂ * b₁)
      = (-(I * (a₁ * b₁ + a₂ * b₂ + a₃ * b₃))) • component Jx Jy Jz a₁ a₂ a₃ := by
  rw [component_commutator hJ]
  simp only [component]
  -- the double cross product leaves a term proportional to `a·a`
  linear_combination (norm := module) ha • (I • (b₁ • Jx + b₂ • Jy + b₃ • Jz))
```

The new assumption `ha` says that $a$ is null. Apply the previous formula to the vectors $a\times b$ and $a$, and use the double cross product:

$$(a\times b)\times a = b\,(a\cdot a)-a\,(a\cdot b) = -a\,(a\cdot b).$$

Hence

$$[(a\times b)\cdot J,\;a\cdot J] = -i\,(a\cdot b)\;a\cdot J .$$

The commutator is a multiple of $a\cdot J$. When $a\cdot b\neq0$, this is the defining property of a ladder operator. The last proof line multiplies `ha` by $i\,b\cdot J$, which removes the term containing $a\cdot a$.

The geometry is familiar. Write $a=u+iv$ with $u,v$ real. Then $a\cdot a=0$ means $|u|=|v|$ and $u\cdot v=0$. For $a\neq0$, let $w$ be the unit vector along $u\times v$. Choosing $b=\bar a$ gives $a\times\bar a=-2i\,|u|^2w$ and $a\cdot\bar a=2|u|^2$, so the formula becomes $[w\cdot J,\,a\cdot J]=a\cdot J$. Thus $a\cdot J$ is a multiple of the usual raising operator for the quantisation axis $w$.

## Why a ladder must end

```lean
/-- If `[H, N] = c N`, then `[H, N^k] = k c N^k`. -/
theorem ladder_pow {H N : A} {c : ℂ} (h : H * N - N * H = c • N) (k : ℕ) :
    H * N ^ k - N ^ k * H = ((k : ℂ) * c) • N ^ k := by
  induction k with
  | zero => simp
  | succ k ih =>
    have hk : (k : ℂ) * c + c = ((k + 1 : ℕ) : ℂ) * c := by
      push_cast
      ring
    calc H * N ^ (k + 1) - N ^ (k + 1) * H
        = (H * N ^ k - N ^ k * H) * N + N ^ k * (H * N - N * H) := by
          rw [pow_succ]
          simp only [sub_mul, mul_sub, mul_assoc]
          abel
      _ = (((k + 1 : ℕ) : ℂ) * c) • N ^ (k + 1) := by
          rw [ih, h, smul_mul_assoc, mul_smul_comm, ← pow_succ, ← add_smul, hk]
```

If $[H,N]=cN$, then $[H,N^k]=kc\,N^k$ for every natural number $k$. For $k=0$ both sides vanish, because $N^0=1$. For the step from $k$ to $k+1$,

$$[H,N^{k+1}]=[H,N^k]\,N+N^k[H,N]=kc\,N^{k+1}+c\,N^{k+1}=(k+1)c\,N^{k+1}.$$

The Lean proof is this induction: `ih` is the formula for $k$, and the `calc` block follows the displayed line.

```lean
/-- In finite dimension, an operator `N` with `[H, N] = c N` and `c ≠ 0` is nilpotent. -/
theorem ladder_isNilpotent [FiniteDimensional ℂ A] {H N : A} {c : ℂ} (hc : c ≠ 0)
    (h : H * N - N * H = c • N) : IsNilpotent N := by
  by_contra hN
  have hne : ∀ k : ℕ, N ^ k ≠ 0 := fun k hk => hN ⟨k, hk⟩
  -- the powers of `N` would be eigenvectors of `[H, ·]` with distinct eigenvalues
  obtain ⟨f, hf⟩ : ∃ f : Module.End ℂ A, ∀ k : ℕ, f (N ^ k) = ((k : ℂ) * c) • N ^ k := by
    refine ⟨LinearMap.mulLeft ℂ H - LinearMap.mulRight ℂ H, fun k => ?_⟩
    rw [LinearMap.sub_apply, LinearMap.mulLeft_apply, LinearMap.mulRight_apply]
    exact ladder_pow h k
  obtain ⟨d, hd⟩ : ∃ d : ℕ, d = Module.finrank ℂ A := ⟨_, rfl⟩
  have hinj : Function.Injective (fun k : Fin (d + 1) => ((k : ℕ) : ℂ) * c) := by
    intro j k hjk
    have h' : ((j : ℕ) : ℂ) = ((k : ℕ) : ℂ) := mul_right_cancel₀ hc hjk
    exact Fin.ext (Nat.cast_injective h')
  have hli := Module.End.eigenvectors_linearIndependent' f
    (fun k : Fin (d + 1) => ((k : ℕ) : ℂ) * c) hinj (fun k => N ^ (k : ℕ))
    (fun k => ⟨Module.End.mem_eigenspace_iff.mpr (hf k), hne k⟩)
  have hcard := hli.fintype_card_le_finrank
  rw [Fintype.card_fin, ← hd] at hcard
  exact Nat.not_succ_le_self d hcard
```

`FiniteDimensional ℂ A` says that the operators form a finite-dimensional complex vector space. For $n\times n$ matrices its dimension is $n^2$.

Suppose that no power of $N$ vanishes. The map $f(X)=[H,X]$ is linear on the space of operators, and $f(N^k)=kc\,N^k$. Each $N^k$ is then an eigenvector of $f$ with eigenvalue $kc$, and these eigenvalues are distinct because $c\neq0$.

Eigenvectors with distinct eigenvalues are linearly independent. To see this, take a shortest nontrivial relation $\sum_k \alpha_kN^k=0$. It has at least two nonzero terms. Apply $f$, then subtract $jc$ times the relation, where $j$ is one of the powers present. The result $\sum_k\alpha_k(k-j)c\,N^k=0$ is shorter and still nontrivial, a contradiction.

If $d$ is the dimension of the operator space, then $N^0,\dots,N^d$ are $d+1$ independent elements of it, which is impossible. So some power of $N$ vanishes.

In the code, `by_contra` introduces the supposition, `f` is left multiplication by $H$ minus right multiplication by $H$, and `hinj` records that the eigenvalues are distinct. The closing lines compare $d+1$ with $d$.

The same argument applies to the harmonic oscillator. If finite matrices $M$ and $B$ stand for the number operator and the creation operator and satisfy $[M,B]=B$, then $B$ is nilpotent. A finite truncation that keeps this relation therefore has a top level beyond which creation gives zero.

```lean
/-- In finite dimension, the component `a·J` along a complex null vector `a` is nilpotent. -/
theorem isNilpotent_of_null [FiniteDimensional ℂ A] {Jx Jy Jz : A}
    (hJ : IsAngularMomentum Jx Jy Jz) {a₁ a₂ a₃ : ℂ}
    (ha : a₁ ^ 2 + a₂ ^ 2 + a₃ ^ 2 = 0) : IsNilpotent (component Jx Jy Jz a₁ a₂ a₃) := by
  by_cases h0 : normSq a₁ + normSq a₂ + normSq a₃ = 0
  · have p1 := normSq_nonneg a₁
    have p2 := normSq_nonneg a₂
    have p3 := normSq_nonneg a₃
    have z1 : a₁ = 0 := normSq_eq_zero.mp (by linarith)
    have z2 : a₂ = 0 := normSq_eq_zero.mp (by linarith)
    have z3 : a₃ = 0 := normSq_eq_zero.mp (by linarith)
    exact ⟨1, by simp [component, z1, z2, z3]⟩
  · -- take `b` to be the complex conjugate of `a`, so that `a·b = |a|²`
    have hS : a₁ * starRingEnd ℂ a₁ + a₂ * starRingEnd ℂ a₂ + a₃ * starRingEnd ℂ a₃ ≠ 0 := by
      simp only [Complex.mul_conj, ← ofReal_add]
      exact ofReal_ne_zero.mpr h0
    have hc := neg_ne_zero.mpr (mul_ne_zero I_ne_zero hS)
    exact ladder_isNilpotent hc (null_ladder hJ ha _ _ _)
```

This joins the two arguments. If $|a_1|^2+|a_2|^2+|a_3|^2=0$, all coefficients vanish and $a\cdot J=0$, so the first power is already zero. Otherwise choose $b=\bar a$ in the ladder relation. The constant is then

$$c=-i\,(a\cdot\bar a)=-i\,|a|^2\neq0,$$

and the preceding theorem applies with $H=(a\times\bar a)\cdot J$ and $N=a\cdot J$.

`by_cases` separates the two situations. `normSq` is the squared modulus, and `starRingEnd ℂ` is complex conjugation.

## The power and the eigenvalues for matrices

```lean
/-- For square matrices and a null vector `a`, the power of `a·J` equal to the matrix size
vanishes, and every eigenvalue of `a·J` is zero. -/
theorem null_matrix {n : Type*} [Fintype n] [DecidableEq n] {Jx Jy Jz : Matrix n n ℂ}
    (hJ : IsAngularMomentum Jx Jy Jz) {a₁ a₂ a₃ : ℂ}
    (ha : a₁ ^ 2 + a₂ ^ 2 + a₃ ^ 2 = 0) :
    component Jx Jy Jz a₁ a₂ a₃ ^ Fintype.card n = 0 ∧
      ∀ (μ : ℂ) (v : n → ℂ), v ≠ 0 →
        component Jx Jy Jz a₁ a₂ a₃ *ᵥ v = μ • v → μ = 0 := by
  have hN := isNilpotent_of_null hJ ha
  generalize component Jx Jy Jz a₁ a₂ a₃ = N at hN ⊢
  -- Cayley-Hamilton with characteristic polynomial `X^d`
  have hd : N ^ Fintype.card n = 0 := by
    have h := (Matrix.isNilpotent_charpoly_sub_pow_of_isNilpotent hN).eq_zero
    have hCH := Matrix.aeval_self_charpoly N
    rw [sub_eq_zero.mp h, map_pow, Polynomial.aeval_X] at hCH
    exact hCH
  refine ⟨hd, fun μ v hv0 hv => ?_⟩
  have hp : ∀ k : ℕ, N ^ k *ᵥ v = μ ^ k • v := by
    intro k
    induction k with
    | zero => simp
    | succ k ih =>
      rw [pow_succ, ← Matrix.mulVec_mulVec, hv, Matrix.mulVec_smul, ih, smul_smul, pow_succ']
  have h := hp (Fintype.card n)
  rw [hd, Matrix.zero_mulVec] at h
  by_contra hμ
  exact (smul_ne_zero (pow_ne_zero _ hμ) hv0) h.symm
```

Now the operators are square matrices. The type `n` labels the basis states, and `Fintype.card n` is their number, written $d$ from here on. The theorem has two parts, joined by `∧`:

- $(a\cdot J)^d=0$;
- if $v\neq0$ and $(a\cdot J)v=\mu v$, then $\mu=0$.

Write $N=a\cdot J$. An eigenvector satisfies $N^kv=\mu^kv$ for all $k$, by induction. Since some power of $N$ vanishes and $v\neq0$, every eigenvalue is zero. The characteristic polynomial is monic of degree $d$ and its roots are the eigenvalues, so it is $X^d$. By the Cayley–Hamilton theorem a matrix satisfies its own characteristic polynomial, and therefore $N^d=0$.

Lean takes the parts in the other order. It gets the characteristic polynomial from a library result on nilpotent matrices and obtains `hd`, the statement $N^d=0$. The induction `hp` then gives $0=N^dv=\mu^dv$, which forces $\mu=0$.

For finite spin matrices in quantum mechanics or in a simulation, this means that a nonzero $a\cdot J$ with $a$ null cannot be diagonalised: a diagonalisable matrix with only zero eigenvalues is zero. In infinite dimension nilpotency can fail. On the space of orbital states with all $l=0,1,2,\dots$, no power of $L_x+iL_y$ vanishes: the $k$-th power does not annihilate the state with $m=-l$ when $2l\ge k$.

## Spin one-half, where the converse also holds

```lean
/-- The spin one-half matrix `Sx`, in units of `ħ`. -/
noncomputable def Sx : Matrix (Fin 2) (Fin 2) ℂ := !![0, 1 / 2; 1 / 2, 0]
```

This is $S_x=\tfrac12\begin{pmatrix}0&1\\1&0\end{pmatrix}$. The type `Fin 2` has two elements, here the states up and down along $z$. In the `!![...]` notation a semicolon starts a new row.

```lean
/-- The spin one-half matrix `Sy`, in units of `ħ`. -/
noncomputable def Sy : Matrix (Fin 2) (Fin 2) ℂ := !![0, -I / 2; I / 2, 0]
```

This is $S_y=\tfrac12\begin{pmatrix}0&-i\\i&0\end{pmatrix}$.

```lean
/-- The spin one-half matrix `Sz`, in units of `ħ`. -/
noncomputable def Sz : Matrix (Fin 2) (Fin 2) ℂ := !![1 / 2, 0; 0, -1 / 2]
```

This is $S_z=\tfrac12\begin{pmatrix}1&0\\0&-1\end{pmatrix}$, so up is the first basis state.

```lean
/-- The spin one-half matrices satisfy the angular momentum commutation relations. -/
theorem spinHalf_witness : IsAngularMomentum Sx Sy Sz := by
  constructor <;> ext i j <;> fin_cases i <;> fin_cases j <;>
    simp [Sx, Sy, Sz] <;>
    first
      | ring1
      | linear_combination (1 / 2 : ℂ) * I_sq
      | linear_combination (-1 / 2 : ℂ) * I_sq
```

The three matrices satisfy the commutation relations, so the general theorems apply to a nontrivial example. For the first relation,

$$S_xS_y=\tfrac14\begin{pmatrix}i&0\\0&-i\end{pmatrix}=-S_yS_x,\qquad [S_x,S_y]=\tfrac12\begin{pmatrix}i&0\\0&-i\end{pmatrix}=iS_z .$$

Similarly,

$$[S_y,S_z]=\tfrac12\begin{pmatrix}0&i\\i&0\end{pmatrix}=iS_x,\qquad [S_z,S_x]=\tfrac12\begin{pmatrix}0&1\\-1&0\end{pmatrix}=iS_y .$$

Lean checks each relation entry by entry, using $i^2=-1$ (`I_sq`) where needed.

```lean
/-- For spin one-half, the square of any complex component is `(a·S)² = (a·a)/4`. -/
theorem spinHalf_sq (a₁ a₂ a₃ : ℂ) :
    component Sx Sy Sz a₁ a₂ a₃ * component Sx Sy Sz a₁ a₂ a₃
      = ((a₁ ^ 2 + a₂ ^ 2 + a₃ ^ 2) / 4) • (1 : Matrix (Fin 2) (Fin 2) ℂ) := by
  ext i j
  fin_cases i <;> fin_cases j <;>
    simp [component, Sx, Sy, Sz, Matrix.mul_apply, Fin.sum_univ_two] <;>
    first
      | ring1
      | linear_combination (-(a₂ ^ 2) / 4) * I_sq
```

For any complex $a$, null or not,

$$a\cdot S=\tfrac12\begin{pmatrix}a_3&a_1-ia_2\\a_1+ia_2&-a_3\end{pmatrix},\qquad (a\cdot S)^2=\frac{a\cdot a}{4}\begin{pmatrix}1&0\\0&1\end{pmatrix}.$$

In the square, the off-diagonal entries cancel, and both diagonal entries are $\tfrac14\left(a_3^2+(a_1-ia_2)(a_1+ia_2)\right)=\tfrac14(a_1^2+a_2^2+a_3^2)$. The proof is again a check of the four entries.

```lean
/-- For spin one-half, `a·S` is nilpotent exactly when the complex vector `a` is null. -/
theorem spinHalf_isNilpotent_iff (a₁ a₂ a₃ : ℂ) :
    IsNilpotent (component Sx Sy Sz a₁ a₂ a₃) ↔ a₁ ^ 2 + a₂ ^ 2 + a₃ ^ 2 = 0 := by
  refine ⟨fun ⟨k, hk⟩ => ?_, isNilpotent_of_null spinHalf_witness⟩
  have h : (component Sx Sy Sz a₁ a₂ a₃ * component Sx Sy Sz a₁ a₂ a₃) ^ k = 0 := by
    rw [(Commute.refl _).mul_pow, hk, zero_mul]
  rw [spinHalf_sq, smul_pow, one_pow] at h
  by_contra hs
  rcases smul_eq_zero.mp h with h1 | h1
  · exact pow_ne_zero k (div_ne_zero hs (by norm_num)) h1
  · exact one_ne_zero h1

end NullLadder
```

The symbol `↔` means "if and only if". For spin one-half, $a\cdot S$ is nilpotent exactly when $a$ is null. One direction is the general theorem. For the other, suppose $(a\cdot S)^k=0$. Then

$$0=\left((a\cdot S)^2\right)^k=\left(\frac{a\cdot a}{4}\right)^k\begin{pmatrix}1&0\\0&1\end{pmatrix},$$

so $a\cdot a=0$. The proof follows this line, with `spinHalf_sq` supplying the square.

The converse is stated for these $2\times2$ matrices only. It fails for the trivial representation, where $a\cdot J=0$ for every $a$.

```lean
#print axioms NullLadder.isNilpotent_of_null
-- 'NullLadder.isNilpotent_of_null' depends on axioms: [propext, Classical.choice, Quot.sound]
#print axioms NullLadder.null_matrix
-- 'NullLadder.null_matrix' depends on axioms: [propext, Classical.choice, Quot.sound]
#print axioms NullLadder.spinHalf_isNilpotent_iff
-- 'NullLadder.spinHalf_isNilpotent_iff' depends on axioms: [propext, Classical.choice, Quot.sound]
```
